# Electrostatic disturbances along two equal counter-streaming cold electron beams grow exponentially only at long wavelengths

A mode is taken here to be a complex frequency w that satisfies the two-stream dispersion relation and differs from both beam resonances, w = qv and w = −qv. The exclusion is written into the definition because Lean sets 1/0 = 0, and a resonance would otherwise count as a solution whenever P = 8q²v². The relation is

1 = (P/2) · (1/(w − qv)² + 1/(w + qv)²).

Here q is the wavenumber, the beams move with velocities v and −v, and P is the squared plasma frequency belonging to the density of both beams together, so each beam contributes P/2. With time dependence exp(−iwt), a mode with Im w > 0 grows.

The relation is the starting point and is not derived. It describes small electrostatic disturbances along the beams, over a fixed neutralising background, with nonrelativistic beam speeds, no collisions and no velocity spread within a beam. In the language of time-dependent density functional theory it is the time-dependent Hartree condition for two such beams, with the quantum recoil term dropped and no exchange-correlation kernel.

```lean
import Mathlib

open Complex

namespace TwoStreamInstability

noncomputable section
```

In `IsMode P q v w` the parameters P, q and v are real and w is complex; `(q : ℂ)` is the real number q regarded as a complex one.

```lean
/-- A complex frequency `w`, away from the beam resonances `w = ± q v`, is a mode of two equal
counter-streaming beams if it satisfies the two-stream dispersion relation. Here `P` is the
squared plasma frequency of both beams together, `q` the wavenumber and `v` the beam speed. -/
def IsMode (P q v : ℝ) (w : ℂ) : Prop :=
  w ≠ (q : ℂ) * v ∧ w ≠ -((q : ℂ) * v) ∧
    1 = (P : ℂ) / 2 * (1 / (w - (q : ℂ) * v) ^ 2 + 1 / (w + (q : ℂ) * v) ^ 2)
```

The next definition gives a name to a real number whose formula is derived in part (e).

```lean
/-- The growth rate `γ` of the two-stream instability, for `q² v² < P`. -/
def growthRate (P q v : ℝ) : ℝ :=
  √(√(P ^ 2 / 4 + 2 * P * (q * v) ^ 2) - (q * v) ^ 2 - P / 2)
```

Throughout, P, q and v are positive (`hP`, `hq`, `hv`), and a = qv.

## (a) From the dispersion relation to a quartic

**Task.** Show that w is a mode if and only if

(w² − a²)² = P(w² + a²).

**Solution.** Away from the resonances, the two fractions add up to

1/(w − a)² + 1/(w + a)² = ((w + a)² + (w − a)²)/(w² − a²)² = 2(w² + a²)/(w² − a²)².

Multiplying the dispersion relation by (w² − a²)² therefore gives the quartic. For the converse, suppose that w solves the quartic. If w were a or −a, the equation would read 0 = 2Pa², which is false. Hence (w² − a²)² is nonzero, and dividing by it restores the dispersion relation.

In the code, `key` is the identity obtained by clearing denominators, `h1` and `h2` rule out the resonances, and `mul_left_cancel₀` performs the final division.

```lean
variable {P q v : ℝ} {w : ℂ}

/-- For positive `P`, `q`, `v` the modes are exactly the roots of a quartic polynomial. -/
theorem isMode_iff_quartic (hP : 0 < P) (hq : 0 < q) (hv : 0 < v) :
    IsMode P q v w ↔
      (w ^ 2 - ((q : ℂ) * v) ^ 2) ^ 2 = P * (w ^ 2 + ((q : ℂ) * v) ^ 2) := by
  -- away from the resonances the denominators can be cleared
  have key : w - (q : ℂ) * v ≠ 0 → w + (q : ℂ) * v ≠ 0 →
      (w ^ 2 - ((q : ℂ) * v) ^ 2) ^ 2 *
        ((P : ℂ) / 2 * (1 / (w - (q : ℂ) * v) ^ 2 + 1 / (w + (q : ℂ) * v) ^ 2))
        = P * (w ^ 2 + ((q : ℂ) * v) ^ 2) := by
    intro h1 h2
    field_simp
    ring
  constructor
  · rintro ⟨h1, h2, h⟩
    have k := key (sub_ne_zero.mpr h1) (fun h0 => h2 (eq_neg_of_add_eq_zero_left h0))
    rw [← h, mul_one] at k
    exact k
  · intro h
    have hPc : (P : ℂ) ≠ 0 := Complex.ofReal_ne_zero.mpr hP.ne'
    have ha : (q : ℂ) * v ≠ 0 :=
      mul_ne_zero (Complex.ofReal_ne_zero.mpr hq.ne') (Complex.ofReal_ne_zero.mpr hv.ne')
    have hne : (P : ℂ) * (2 * ((q : ℂ) * v) ^ 2) ≠ 0 :=
      mul_ne_zero hPc (mul_ne_zero two_ne_zero (pow_ne_zero 2 ha))
    -- the resonances do not solve the quartic
    have h1 : w ≠ (q : ℂ) * v := by
      intro e
      rw [e] at h
      apply hne
      linear_combination (-1) * h
    have h2 : w ≠ -((q : ℂ) * v) := by
      intro e
      rw [e] at h
      apply hne
      linear_combination (-1) * h
    have h1' := sub_ne_zero.mpr h1
    have h2' : w + (q : ℂ) * v ≠ 0 := fun h0 => h2 (eq_neg_of_add_eq_zero_left h0)
    have hA : (w ^ 2 - ((q : ℂ) * v) ^ 2) ^ 2 ≠ 0 := by
      have e : w ^ 2 - ((q : ℂ) * v) ^ 2 = (w - (q : ℂ) * v) * (w + (q : ℂ) * v) := by ring
      rw [e]
      exact pow_ne_zero 2 (mul_ne_zero h1' h2')
    exact ⟨h1, h2, mul_left_cancel₀ hA ((mul_one _).trans (h.trans (key h1' h2').symm))⟩
```

## (b) Nonreal modes do not oscillate

**Task.** Show that a mode with Im w ≠ 0 satisfies

Re w = 0.

**Solution.** Write w = x + iy and A = x² − y² − a², so that w² − a² = A + 2ixy. The real and imaginary parts of the quartic are

A² − 4x²y² = P(x² − y² + a²),

4xyA = 2Pxy.

The second says xy(A − P/2) = 0. Suppose that x ≠ 0. Since y ≠ 0 as well, A = P/2, and so x² − y² + a² = P/2 + 2a². The first equation becomes

P²/4 − 4x²y² = P²/2 + 2Pa²,

which rearranges to

(2xy)² = −(P²/4 + 2Pa²).

A real square would be negative, so x = 0.

The two real equations are `hr` and `hi` in the code, `hs` is A − P/2 = 0, and `hneg` is the impossible last line.

```lean
/-- For positive `P`, `q`, `v` every nonreal mode is purely imaginary. -/
theorem re_eq_zero_of_nonreal (hP : 0 < P) (hq : 0 < q) (hv : 0 < v)
    (hw : IsMode P q v w) (him : w.im ≠ 0) : w.re = 0 := by
  have h := (isMode_iff_quartic hP hq hv).1 hw
  have hr : (w.re ^ 2 - w.im ^ 2 - (q * v) ^ 2) ^ 2 - (2 * w.re * w.im) ^ 2
      = P * (w.re ^ 2 - w.im ^ 2 + (q * v) ^ 2) := by
    have t := congrArg Complex.re h
    simp only [pow_two, mul_re, mul_im, sub_re, sub_im, add_re, add_im, ofReal_re,
      ofReal_im] at t
    linear_combination t
  have hi : (w.re * w.im) * (w.re ^ 2 - w.im ^ 2 - (q * v) ^ 2 - P / 2) = 0 := by
    have t := congrArg Complex.im h
    simp only [pow_two, mul_re, mul_im, sub_re, sub_im, add_re, add_im, ofReal_re,
      ofReal_im] at t
    linear_combination t / 4
  by_contra hx
  have hs := (mul_eq_zero.1 hi).resolve_left (mul_ne_zero hx him)
  -- otherwise a square would equal minus the positive discriminant
  have hneg : (2 * w.re * w.im) ^ 2 = -(P ^ 2 / 4 + 2 * P * (q * v) ^ 2) := by
    linear_combination (-1) * hr + (w.re ^ 2 - w.im ^ 2 - (q * v) ^ 2 - P / 2) * hs
  have hpos : 0 < P ^ 2 / 4 + 2 * P * (q * v) ^ 2 := by positivity
  linarith [sq_nonneg (2 * w.re * w.im)]
```

The step to `hneg` shows what the tactic `linear_combination` does. It is given a recipe for combining known equations, and it checks with ring arithmetic that the recipe yields the goal. The coefficients may be polynomials. Here the recipe is −1 times `hr` plus (A − P/2) times `hs`. The second term contributes (A − P/2)², which completes the square and removes A altogether, leaving the stated value of (2xy)². The person writing the proof supplies the algebraic idea as coefficients, and Lean verifies the expansion. Most of the algebra in the later parts is checked in the same way.

## (c) The equation on the imaginary axis

**Task.** For real γ, show that iγ is a mode if and only if

(γ² + a²)² = P(a² − γ²).

**Solution.** Put w = iγ, so w² = −γ², in the quartic of part (a). The left side is (−γ² − a²)² = (γ² + a²)², and the right side is P(a² − γ²).

The quartic is an equation between complex numbers, while the target is one between real numbers. `Complex.ofReal_injective` and `push_cast` carry the equation from one to the other.

```lean
/-- For positive `P`, `q`, `v` the imaginary frequency `iγ` is a mode exactly when `γ` solves
a real quartic equation. -/
theorem isMode_imaginary_iff (hP : 0 < P) (hq : 0 < q) (hv : 0 < v) (γ : ℝ) :
    IsMode P q v (γ * I) ↔ (γ ^ 2 + (q * v) ^ 2) ^ 2 = P * ((q * v) ^ 2 - γ ^ 2) := by
  have e : ((γ : ℂ) * I) ^ 2 = -(γ : ℂ) ^ 2 := by
    rw [mul_pow, I_sq]
    ring
  rw [isMode_iff_quartic hP hq hv, e]
  constructor
  · intro h
    apply Complex.ofReal_injective
    push_cast
    linear_combination h
  · intro h
    have h' : (((γ ^ 2 + (q * v) ^ 2) ^ 2 : ℝ) : ℂ)
        = ((P * ((q * v) ^ 2 - γ ^ 2) : ℝ) : ℂ) := by rw [h]
    push_cast at h'
    linear_combination h'
```

## (d) The imaginary part of any nonreal mode

**Task.** Let w be a mode with y = Im w ≠ 0. Show that

(y² + a²)² = P(a² − y²).

**Solution.** By part (b) the real part vanishes, so w = iy. Part (c) with γ = y gives the equation. The code does the same: `e` rewrites w as its imaginary part times `I`.

```lean
/-- For positive `P`, `q`, `v` the imaginary part of a nonreal mode solves the real quartic
equation for `γ`. -/
theorem im_equation (hP : 0 < P) (hq : 0 < q) (hv : 0 < v)
    (hw : IsMode P q v w) (him : w.im ≠ 0) :
    (w.im ^ 2 + (q * v) ^ 2) ^ 2 = P * ((q * v) ^ 2 - w.im ^ 2) := by
  have hre := re_eq_zero_of_nonreal hP hq hv hw him
  have e : w = (w.im : ℂ) * I := Complex.ext (by simp [hre]) (by simp)
  rw [e] at hw
  exact (isMode_imaginary_iff hP hq hv w.im).1 hw
```

## (e) One growing mode and its rate

**Task.** Assume a² < P. Show that there is exactly one mode with positive imaginary part, namely w = iγ with

γ = √(√(P²/4 + 2Pa²) − a² − P/2).

**Solution.** Let w be a mode with y = Im w > 0. Since a² − y² = 2a² − (y² + a²), the equation of part (d) reads

(y² + a²)² + P(y² + a²) = 2Pa².

Adding P²/4 to both sides completes the square:

(y² + a² + P/2)² = P²/4 + 2Pa².

The bracket on the left is positive, so it equals the positive square root, and

y² = √(P²/4 + 2Pa²) − a² − P/2.

The right side is positive under the assumption, because

(P²/4 + 2Pa²) − (a² + P/2)² = a²(P − a²) > 0.

As y > 0, it is the positive root γ, and part (b) gives w = iγ. Conversely, this γ is positive and satisfies the completed square. Undoing the algebra gives the equation of part (c), so iγ is a mode.

The Lean statement is an equivalence between "w is a mode with positive imaginary part" and "w equals `growthRate P q v * I`". One direction gives uniqueness and the other existence. `hlt` is the positivity estimate, and `sq_eq_sq₀` takes the nonnegative roots.

```lean
/-- For positive `P`, `q`, `v` with `q² v² < P` there is exactly one growing mode (positive
imaginary part), namely `i` times the growth rate. -/
theorem growing_mode_iff (hP : 0 < P) (hq : 0 < q) (hv : 0 < v) (h : q ^ 2 * v ^ 2 < P) :
    (IsMode P q v w ∧ 0 < w.im) ↔ w = growthRate P q v * I := by
  have ha : 0 < (q * v) ^ 2 := by positivity
  have hD : 0 ≤ P ^ 2 / 4 + 2 * P * (q * v) ^ 2 := by positivity
  have hlt : (q * v) ^ 2 + P / 2 < √(P ^ 2 / 4 + 2 * P * (q * v) ^ 2) := by
    apply Real.lt_sqrt_of_sq_lt
    have h' : (q * v) ^ 2 < P := by rwa [mul_pow]
    nlinarith [mul_pos ha (sub_pos.2 h')]
  have hg : 0 < growthRate P q v := Real.sqrt_pos.2 (by linarith)
  have hg2 : growthRate P q v ^ 2
      = √(P ^ 2 / 4 + 2 * P * (q * v) ^ 2) - (q * v) ^ 2 - P / 2 :=
    Real.sq_sqrt (by linarith)
  have hs := Real.sq_sqrt hD
  constructor
  · rintro ⟨hw, him⟩
    have hy := im_equation hP hq hv hw him.ne'
    -- completing the square determines the growth rate
    have h1 : w.im ^ 2 + (q * v) ^ 2 + P / 2 = √(P ^ 2 / 4 + 2 * P * (q * v) ^ 2) := by
      refine (sq_eq_sq₀ (by positivity) (Real.sqrt_nonneg _)).1 ?_
      rw [hs]
      linear_combination hy
    have h2 : w.im = growthRate P q v :=
      (sq_eq_sq₀ him.le hg.le).1 (by rw [hg2]; linarith)
    have hre := re_eq_zero_of_nonreal hP hq hv hw him.ne'
    exact Complex.ext (by simp [hre]) (by simp [h2])
  · rintro rfl
    refine ⟨(isMode_imaginary_iff hP hq hv _).2 ?_, by simpa using hg⟩
    rw [hg2]
    linear_combination hs
```

## (f) The instability threshold

**Task.** Show that a nonreal mode exists if and only if

q²v² < P.

**Solution.** Let w be a nonreal mode with y = Im w. Expanding the equation of part (d) and collecting everything on one side gives

y⁴ + 2a²y² + Py² + a²(a² − P) = 0.

If a² ≥ P, no term is negative and Py² is strictly positive, which is a contradiction. Hence a² < P. Conversely, if a² < P, part (e) supplies a nonreal mode.

In the code, `nlinarith` receives the signs of these terms as hints and finds the contradiction.

```lean
/-- Two-stream instability: for positive `P`, `q`, `v` a nonreal mode exists if and only if
`q² v² < P`. -/
theorem exists_nonreal_mode_iff (hP : 0 < P) (hq : 0 < q) (hv : 0 < v) :
    (∃ w : ℂ, IsMode P q v w ∧ w.im ≠ 0) ↔ q ^ 2 * v ^ 2 < P := by
  constructor
  · rintro ⟨w, hw, him⟩
    have hy := im_equation hP hq hv hw him
    have hy2 : 0 < w.im ^ 2 := by positivity
    have ha : 0 < (q * v) ^ 2 := by positivity
    rw [← mul_pow]
    by_contra hc
    nlinarith [mul_nonneg (sub_nonneg.2 (not_lt.1 hc)) ha.le, mul_pos hP hy2,
      mul_pos ha hy2, sq_nonneg (w.im ^ 2)]
  · intro h
    obtain ⟨hw, him⟩ := (growing_mode_iff hP hq hv h).2 rfl
    exact ⟨_, hw, him.ne'⟩
```

In terms of the wavelength λ = 2π/q, the condition is λ > 2πv/√P. At equality every mode is still real, but w = 0 is then a double root of the quartic, and a disturbance can grow in proportion to time. For a simulation of this linearised cold-beam model in a periodic box of length L, the smallest positive wavenumber is 2π/L, so the box admits a growing mode only if L > 2πv/√P.

## (g) A ceiling on the growth rate

**Task.** Show that every mode satisfies

(Im w)² ≤ P/8.

**Solution.** For a real mode the left side is zero. For a nonreal mode put y = Im w and use part (d):

(y² + a² − P/2)² = (y² + a²)² − P(y² + a²) + P²/4
= P(a² − y²) − P(y² + a²) + P²/4
= 2P(P/8 − y²).

The left side is a square, so P/8 − y² ≥ 0. This identity is `e` in the code.

```lean
/-- For positive `P`, `q`, `v` the squared imaginary part of any mode is at most `P / 8`. -/
theorem im_sq_le (hP : 0 < P) (hq : 0 < q) (hv : 0 < v) (hw : IsMode P q v w) :
    w.im ^ 2 ≤ P / 8 := by
  by_cases him : w.im = 0
  · rw [him]
    nlinarith
  · have hy := im_equation hP hq hv hw him
    have e : 2 * P * (P / 8 - w.im ^ 2) = (w.im ^ 2 + (q * v) ^ 2 - P / 2) ^ 2 := by
      linear_combination (-1) * hy
    by_contra hc
    nlinarith [mul_pos hP (sub_pos.2 (not_le.1 hc)),
      sq_nonneg (w.im ^ 2 + (q * v) ^ 2 - P / 2)]
```

The ceiling does not depend on q or v. No single mode in this model grows faster than exp(t√(P/8)), whatever the beam speed. A superposition of modes can grow faster for a short time.

## (h) The fastest-growing wavenumber

**Task.** Show that a mode with (Im w)² = P/8 exists if and only if

q²v² = 3P/8.

**Solution.** Such a mode is nonreal, since P/8 > 0. Putting y² = P/8 in the equation of part (d) and collecting terms gives

(a² − 3P/8)² = 0,

so a² = 3P/8. Conversely, let a² = 3P/8 and γ = √(P/8). Then γ² + a² = P/2 and a² − γ² = P/4, so both sides of the equation in part (c) equal P²/4, and iγ is a mode.

Together with part (g), this makes q = √(3P/8)/v the wavenumber of fastest growth at given P and v.

```lean
/-- For positive `P`, `q`, `v` a mode with squared imaginary part `P / 8` exists exactly when
`q² v² = 3 P / 8`. -/
theorem fastest_growth_iff (hP : 0 < P) (hq : 0 < q) (hv : 0 < v) :
    (∃ w : ℂ, IsMode P q v w ∧ w.im ^ 2 = P / 8) ↔ q ^ 2 * v ^ 2 = 3 * P / 8 := by
  rw [← mul_pow]
  constructor
  · rintro ⟨w, hw, h8⟩
    have him : w.im ≠ 0 := by
      intro h0
      rw [h0] at h8
      linarith
    have hy := im_equation hP hq hv hw him
    rw [h8] at hy
    have e : ((q * v) ^ 2 - 3 * P / 8) ^ 2 = 0 := by linear_combination hy
    exact sub_eq_zero.1 (pow_eq_zero_iff two_ne_zero |>.1 e)
  · intro h
    have hs : √(P / 8) ^ 2 = P / 8 := Real.sq_sqrt (by positivity)
    refine ⟨(√(P / 8) : ℝ) * I, (isMode_imaginary_iff hP hq hv _).2 ?_, ?_⟩
    · rw [hs, h]
      ring
    · have e : (((√(P / 8) : ℝ) : ℂ) * I).im = √(P / 8) := by simp only [mul_im, ofReal_re,
        ofReal_im, I_re, I_im, mul_one, mul_zero, add_zero]
      rw [e, hs]

end

end TwoStreamInstability
```

```lean
#print axioms TwoStreamInstability.exists_nonreal_mode_iff
#print axioms TwoStreamInstability.im_sq_le
#print axioms TwoStreamInstability.fastest_growth_iff
```

```
'TwoStreamInstability.exists_nonreal_mode_iff' depends on axioms: [propext, Classical.choice, Quot.sound]
'TwoStreamInstability.im_sq_le' depends on axioms: [propext, Classical.choice, Quot.sound]
'TwoStreamInstability.fastest_growth_iff' depends on axioms: [propext, Classical.choice, Quot.sound]
```

## The oscillating pair that is always present

Completing the square in w² instead of y² turns the quartic of part (a) into

(w² − a² − P/2)² = P²/4 + 2Pa².

Taking the positive root on the right gives two real frequencies,

w = ±√(a² + P/2 + √(P²/4 + 2Pa²)),

for every positive q, on either side of the threshold. As q tends to zero they tend to ±√P, the ordinary plasma oscillation of the total density. This formula comes from the algebra just shown and has no theorem in the Lean file.
